# Normal modes with nonzero eigenvalue satisfy the Eckart conditions if the symmetric Hessian annihilates rigid displacements

After a harmonic frequency calculation one may displace the molecule along a computed mode, for instance to follow an imaginary frequency downhill or to differentiate a property along a vibration. The mode vector, written as a Cartesian displacement (not in mass-weighted coordinates), can be used as it is, with no overall translation or first-order rotation to remove, provided that the Hessian is symmetric and gives no force for rigid displacements, and that the eigenvalue is not zero. For a finite set of atoms in the harmonic approximation, this is the theorem below.

## Displacements, masses and the two Eckart sums

```lean
import Mathlib

open Matrix

namespace EckartFromHessian

noncomputable section
```

The atoms are labelled by a finite set `ι`. A displacement $u$ assigns a vector $u_i\in\mathbb R^3$ to each atom $i$, and the reference geometry $a$, with positions $a_i$, has the same type.

```lean
/-- A displacement of the atoms `ι`: one vector of three-dimensional space per atom. -/
abbrev Disp (ι : Type*) := ι → Fin 3 → ℝ
```

Two displacements are paired by $\langle u,v\rangle=\sum_i u_i\cdot v_i$. No masses enter here.

```lean
variable {ι : Type*} [Fintype ι]

/-- The Euclidean pairing of two displacements, summed over the atoms. -/
def pairing (u v : Disp ι) : ℝ := ∑ i, u i ⬝ᵥ v i
```

The mass matrix $M$ acts by $(Mu)_i=m_iu_i$, where $m_i$ is the mass of atom $i$.

```lean
/-- The mass matrix `M`: it multiplies the displacement of each atom by its mass. -/
def massWeight (m : ι → ℝ) (u : Disp ι) : Disp ι := fun i => m i • u i
```

A rigid displacement $r$ is a translation $t$ plus an infinitesimal rotation $w$ about the origin, $r_i=t+w\times a_i$.

```lean
/-- The infinitesimal rigid displacement `t + w × a i` of the reference geometry `a`. -/
def rigid (a : Disp ι) (t w : Fin 3 → ℝ) : Disp ι := fun i => t + w ⨯₃ a i
```

The Eckart conditions say that two vectors vanish:
$$P=\sum_i m_iu_i=0,\qquad J=\sum_i m_i\,a_i\times u_i=0.$$
The first keeps the centre of mass in place. The second says that motion along $u$, starting from the reference geometry, carries no angular momentum. The origin need not be the centre of mass: shifting it by $c$ changes $J$ only by a multiple of $c\times P$, which is zero once $P=0$.

```lean
/-- The Eckart conditions `∑ m i u i = 0` and `∑ m i (a i × u i) = 0`. -/
def EckartConditions (m : ι → ℝ) (a u : Disp ι) : Prop :=
  ∑ i, m i • u i = 0 ∧ ∑ i, m i • (a i ⨯₃ u i) = 0
```

## The conditions as orthogonality to rigid displacements

The cyclic symmetry of the triple product gives $(w\times a_i)\cdot u_i=w\cdot(a_i\times u_i)$, and therefore
$$\langle r,Mu\rangle=\sum_i m_i\,(t+w\times a_i)\cdot u_i=t\cdot P+w\cdot J.$$
The Lean proof compares the two sides atom by atom, writes out the components and closes with `ring`.

```lean
/-- The pairing of a rigid displacement with `M u` is `t` dotted with the translational
Eckart sum plus `w` dotted with the rotational one. -/
theorem pairing_rigid (m : ι → ℝ) (a u : Disp ι) (t w : Fin 3 → ℝ) :
    pairing (rigid a t w) (massWeight m u) =
      t ⬝ᵥ (∑ i, m i • u i) + w ⬝ᵥ (∑ i, m i • (a i ⨯₃ u i)) := by
  simp only [pairing, rigid, massWeight, dotProduct_sum, ← Finset.sum_add_distrib]
  refine Finset.sum_congr rfl fun i _ => ?_
  -- the cyclic symmetry of the triple product, in components
  simp [cross_apply, dotProduct, Fin.sum_univ_three]
  ring
```

If $P=J=0$, the right-hand side vanishes for all $t$ and $w$. Conversely, suppose that it always vanishes. The choice $t=P$, $w=0$ gives $P\cdot P=0$, and $t=0$, $w=J$ gives $J\cdot J=0$, so both vectors are zero. The proof of `eckart_iff_orthogonal` makes the same two choices, in `h1` and `h2`.

```lean
/-- A displacement satisfies the Eckart conditions exactly when it is orthogonal, in the
mass-weighted sense, to every rigid displacement of the reference geometry. -/
theorem eckart_iff_orthogonal (m : ι → ℝ) (a u : Disp ι) :
    EckartConditions m a u ↔
      ∀ t w, pairing (rigid a t w) (massWeight m u) = 0 := by
  constructor
  · rintro ⟨h1, h2⟩ t w
    rw [pairing_rigid, h1, h2]
    simp
  · intro h
    -- test with the two Eckart sums themselves
    have h1 := h (∑ i, m i • u i) 0
    have h2 := h 0 (∑ i, m i • (a i ⨯₃ u i))
    rw [pairing_rigid, zero_dotProduct, add_zero] at h1
    rw [pairing_rigid, zero_dotProduct, zero_add] at h2
    exact ⟨dotProduct_self_eq_zero.1 h1, dotProduct_self_eq_zero.1 h2⟩
```

## From the mode equation to the Eckart conditions

Let $H$ be the Hessian and let $Hu=LMu$. For every rigid displacement $r$,
$$L\,\langle r,Mu\rangle=\langle r,Hu\rangle=\langle Hr,u\rangle=\langle 0,u\rangle=0.$$
Since $L\neq0$, $\langle r,Mu\rangle=0$ for every rigid $r$, and the equivalence above gives $P=J=0$.

```lean
/-- If a symmetric Hessian annihilates all rigid displacements of the reference geometry,
every solution of `H u = L M u` with `L ≠ 0` satisfies the Eckart conditions. -/
theorem eckart_of_normal_mode (H : Disp ι →ₗ[ℝ] Disp ι) (m : ι → ℝ) (a u : Disp ι) (L : ℝ)
    (hsymm : ∀ v w, pairing v (H w) = pairing (H v) w)
    (hrigid : ∀ t w, H (rigid a t w) = 0)
    (hmode : H u = L • massWeight m u) (hL : L ≠ 0) :
    EckartConditions m a u := by
  rw [eckart_iff_orthogonal]
  intro t w
  -- move the Hessian onto the rigid displacement, where it vanishes
  have h := hsymm (rigid a t w) u
  rw [hrigid, hmode] at h
  have h' : L * pairing (rigid a t w) (massWeight m u) = 0 := by
    simpa [pairing, Finset.mul_sum] using h
  exact (mul_eq_zero.1 h').resolve_left hL
```

In words: `H` is any linear map on displacements that satisfies `hsymm` and `hrigid`, and `u` solves the mode equation `hmode` with a real number `L` that `hL` says is nonzero. For positive masses $L$ is the squared angular frequency, and a negative $L$, as at a transition state, is allowed. The theorem itself asks nothing of the signs of the masses or the shape of the molecule.

The Hessian is not derived from an energy function; its two properties are assumed. The conclusion concerns displacements along modes, and does not construct an Eckart frame for an arbitrary distorted geometry. Nor does it bound the error when a numerical Hessian satisfies the hypotheses only approximately.

The first three hypotheses each enter the chain of equalities once, and `hL` is used afterwards to divide by $L$. The counter-examples given for the first three are argued in the prose alone, while the one for $L=0$ is a theorem.

## Symmetry of the Hessian: `hsymm`

For a smooth potential energy, mixed second derivatives do not depend on the order of differentiation, so $\langle v,Hw\rangle=\langle Hv,w\rangle$ for all displacements $v$ and $w$. In the derivation this moves $H$ from $u$ to $r$. In Lean it is the line that applies `hsymm` to `rigid a t w` and `u`.

Without symmetry the conclusion can fail. Take two atoms, 0 and 1, of unit mass, with $a_0-a_1=e_x$, the unit vector along $x$. Let
$$(Hu)_0=\bigl(e_x\cdot(u_0-u_1)\bigr)e_x,\qquad (Hu)_1=0.$$
Stretching the bond produces a force on atom 0 and no reaction on atom 1. Rigid displacements do not stretch the bond, so $H$ annihilates them. But $u=(e_x,0)$ satisfies $Hu=Mu$, with $L=1$, and $P=e_x\neq0$.

## No restoring force for rigid displacements: `hrigid`

This hypothesis stands for an isolated molecule at a stationary point of its energy. Translational invariance gives $Ht=0$ at any geometry. Rotations need more: the gradient turns with the molecule, and differentiating this relation gives $(H(w\times a))_i=w\times G_i$, where $G_i$ is the energy gradient on atom $i$ at the reference geometry. This vanishes for every $w$ only if all $G_i$ are zero.

The derivation uses the hypothesis to replace $Hr$ by zero. Lean does so by rewriting with `hrigid`.

Without it, consider one atom of unit mass at the origin, tethered to that point by a harmonic well with $Hu=u$. This $H$ is symmetric, and $u=e_x$ is a mode with $L=1$, but $P=e_x$. The external well resists translation, so the oscillation moves the centre of mass.

## Masses in the mode equation: `hmode`

The equation $Hu=LMu$ is Newton's equation for a harmonic oscillation along the Cartesian displacement $u$. For positive masses, a program that diagonalises $M^{-1/2}HM^{-1/2}$ obtains a vector $q$, and the $u$ of the theorem is $M^{-1/2}q$.

The derivation uses the equation to replace $Hu$ by $LMu$. In Lean, `hmode` is the second term of the same rewrite, after which `simpa` takes the factor `L` out of the sum.

An eigenvector of the bare Hessian, $Hu=Lu$, will not do in general. Take two atoms with $a_0-a_1=e_x$, masses $m_0=1$ and $m_1=2$, and a spring of unit force constant. The displacement $u=(e_x,-e_x)$ satisfies $Hu=2u$, but $P=e_x-2e_x=-e_x$.

## A nonzero eigenvalue: `hL`

The condition $L\neq0$ separates the modes covered by the theorem from free translation and rotation. It is used in the last step, where $L\langle r,Mu\rangle=0$ is divided by $L$; in Lean this is `resolve_left hL`.

At $L=0$ the rigid displacements themselves are counter-examples. If $Hr=0$, then $r$ solves the mode equation with $L=0$. If $r$ also satisfied the Eckart conditions, it would be orthogonal to every rigid displacement, including itself, so
$$0=\langle r,Mr\rangle=\sum_i m_i\,|r_i|^2.$$
For positive masses every term is nonnegative, so every $r_i$ is zero. A nonzero $r$ therefore violates the conditions. The Lean proof follows the same route, and uses `Finset.sum_eq_zero_iff_of_nonneg` to pass from the vanishing sum to its terms.

```lean
/-- For positive masses, a nonzero rigid displacement annihilated by `H` solves the mode equation
with `L = 0` and violates the Eckart conditions. -/
theorem rigid_mode_not_eckart (H : Disp ι →ₗ[ℝ] Disp ι) (m : ι → ℝ) (a : Disp ι)
    (t w : Fin 3 → ℝ) (hm : ∀ i, 0 < m i) (hH : H (rigid a t w) = 0)
    (hne : rigid a t w ≠ 0) :
    H (rigid a t w) = (0 : ℝ) • massWeight m (rigid a t w) ∧
      ¬ EckartConditions m a (rigid a t w) := by
  refine ⟨by rw [hH, zero_smul], fun h => hne ?_⟩
  -- the displacement is orthogonal to itself, so its mass-weighted norm vanishes
  have h0 : ∑ i, m i * (rigid a t w i ⬝ᵥ rigid a t w i) = 0 := by
    simpa only [pairing, massWeight, dotProduct_smul, smul_eq_mul] using
      (eckart_iff_orthogonal m a _).1 h t w
  have hnn : ∀ i, 0 ≤ rigid a t w i ⬝ᵥ rigid a t w i := fun i =>
    Finset.sum_nonneg fun c _ => mul_self_nonneg (rigid a t w i c)
  rw [Finset.sum_eq_zero_iff_of_nonneg fun i _ => mul_nonneg (hm i).le (hnn i)] at h0
  funext i
  exact dotProduct_self_eq_zero.1
    ((mul_eq_zero.1 (h0 i (Finset.mem_univ i))).resolve_left (hm i).ne')
```

## Spring networks and the diatomic stretch

Harmonic springs at their rest lengths give a concrete Hessian. Let $k_{ij}$ be the force constant between atoms $i$ and $j$ at distinct positions, and put $g_{ij}=k_{ij}/|a_i-a_j|^2$. With
$$s_{ij}(u)=(a_i-a_j)\cdot(u_i-u_j),$$
which is the bond length times its first-order change, the Hessian is
$$(Hu)_i=\sum_j g_{ij}\,s_{ij}(u)\,(a_i-a_j).$$
The Lean code takes this formula as the definition and proves that it is linear in $u$.

```lean
/-- The Hessian of a network of harmonic springs at rest in the geometry `a`; `g i j` is the
force constant of the spring between `i` and `j` divided by its squared length. -/
def springHessian (g : ι → ι → ℝ) (a : Disp ι) : Disp ι →ₗ[ℝ] Disp ι where
  toFun u i := ∑ j, (g i j * ((a i - a j) ⬝ᵥ (u i - u j))) • (a i - a j)
  map_add' u v := by
    funext i
    simp only [Pi.add_apply, ← Finset.sum_add_distrib]
    refine Finset.sum_congr rfl fun j _ => ?_
    rw [← add_smul, add_sub_add_comm, dotProduct_add, mul_add]
  map_smul' c u := by
    funext i
    simp only [Pi.smul_apply, RingHom.id_apply, Finset.smul_sum]
    refine Finset.sum_congr rfl fun j _ => ?_
    rw [← smul_sub, dotProduct_smul, smul_smul]
    simp only [smul_eq_mul]
    congr 1
    ring
```

For symmetric $g$, the definition gives
$$\langle u,Hv\rangle=\sum_{i,j}g_{ij}\,s_{ij}(v)\,u_i\cdot(a_i-a_j).$$
Exchanging the names $i$ and $j$ leaves $g_{ij}$ and $s_{ij}(v)$ unchanged and turns the last factor into $-u_j\cdot(a_i-a_j)$. Adding the two forms yields
$$2\langle u,Hv\rangle=\sum_{i,j}g_{ij}\,s_{ij}(u)\,s_{ij}(v).$$
In Lean, `h1` is the first form and `h2` the exchanged one, obtained with `Finset.sum_comm`.

```lean
/-- For symmetric `g`, twice the bilinear form of the spring Hessian is the sum over ordered pairs
of atoms of `g i j` times the product of `(a i - a j) ⬝ᵥ (u i - u j)` and
`(a i - a j) ⬝ᵥ (v i - v j)`. -/
theorem spring_energy (g : ι → ι → ℝ) (hg : ∀ i j, g i j = g j i) (a u v : Disp ι) :
    2 * pairing u (springHessian g a v) =
      ∑ i, ∑ j, g i j * (((a i - a j) ⬝ᵥ (u i - u j)) * ((a i - a j) ⬝ᵥ (v i - v j))) := by
  have h1 : pairing u (springHessian g a v) =
      ∑ i, ∑ j, g i j * ((a i - a j) ⬝ᵥ (v i - v j)) * (u i ⬝ᵥ (a i - a j)) := by
    simp only [pairing, springHessian, LinearMap.coe_mk, AddHom.coe_mk, dotProduct_sum,
      dotProduct_smul, smul_eq_mul]
  -- add the same double sum with the two atoms exchanged
  have h2 := h1.trans Finset.sum_comm
  rw [two_mul]
  refine (congrArg₂ (· + ·) h1 h2).trans ?_
  simp only [← Finset.sum_add_distrib]
  refine Finset.sum_congr rfl fun i _ => Finset.sum_congr rfl fun j _ => ?_
  rw [hg j i]
  simp only [dotProduct, Fin.sum_univ_three, Pi.sub_apply]
  ring
```

The right-hand side does not change when $u$ and $v$ are exchanged, so $H$ is symmetric. For a rigid displacement,
$$s_{ij}(r)=(a_i-a_j)\cdot\bigl(w\times(a_i-a_j)\bigr)=0,$$
so every term of $Hr$ vanishes. These are the two parts of the next proof, and they supply `hsymm` and `hrigid`.

```lean
/-- The Hessian of a spring network with symmetric `g` is symmetric and annihilates every
rigid displacement of the rest geometry. -/
theorem springHessian_witness (g : ι → ι → ℝ) (hg : ∀ i j, g i j = g j i) (a : Disp ι) :
    (∀ u v, pairing u (springHessian g a v) = pairing (springHessian g a u) v) ∧
      ∀ t w, springHessian g a (rigid a t w) = 0 := by
  constructor
  · intro u v
    have hc : pairing (springHessian g a u) v = pairing v (springHessian g a u) :=
      Finset.sum_congr rfl fun i _ => dotProduct_comm _ _
    have h : 2 * pairing u (springHessian g a v) = 2 * pairing v (springHessian g a u) := by
      rw [spring_energy g hg, spring_energy g hg]
      refine Finset.sum_congr rfl fun i _ => Finset.sum_congr rfl fun j _ => ?_
      ring
    rw [hc]
    linarith
  · intro t w
    funext i
    refine Finset.sum_eq_zero fun j _ => ?_
    -- a rigid displacement does not stretch any bond
    have h : (a i - a j) ⬝ᵥ (rigid a t w i - rigid a t w j) = 0 := by
      simp [rigid, cross_apply, dotProduct, Fin.sum_univ_three]
      ring
    rw [h, mul_zero, zero_smul]
```

For two atoms of positive mass at distinct positions, let $d=a_0-a_1$ and let $g>0$ be the single spring parameter. The stretch is $u=(m_1d,\,-m_0d)$, so $u_0-u_1=(m_0+m_1)d$ and
$$(Hu)_0=g(m_0+m_1)|d|^2\,d=-(Hu)_1.$$
Since $(Mu)_0=m_0m_1d=-(Mu)_1$, the mode equation holds with
$$L=\frac{g(m_0+m_1)|d|^2}{m_0m_1}=\frac{k}{\mu},\qquad k=g|d|^2,\quad \mu=\frac{m_0m_1}{m_0+m_1},$$
the familiar squared angular frequency of a harmonic diatomic.

The vector $u$ is not normalised. Scaled to $\langle u,Mu\rangle=1$, the displacements along $d/|d|$ are $\sqrt{m_1/(m_0(m_0+m_1))}$ for atom 0 and $-\sqrt{m_0/(m_1(m_0+m_1))}$ for atom 1.

The Lean proof checks that $u$ and $L$ are nonzero, then compares the two sides of the mode equation for each atom and component. With the preceding theorem, this gives a nonzero mode to which `eckart_of_normal_mode` applies. Its conclusion is visible directly: $P=m_0m_1d-m_1m_0d=0$ and $J=m_0m_1\,(a_0-a_1)\times d=0$.

```lean
/-- Two atoms of positive mass at distinct positions, joined by a spring with `g > 0`, have the
bond stretch as a nonzero solution of the mode equation with the stated nonzero `L`. -/
theorem diatomic_stretch_witness (g : ℝ) (m : Fin 2 → ℝ) (a : Disp (Fin 2))
    (hg : 0 < g) (h0 : 0 < m 0) (h1 : 0 < m 1) (ha : a 0 ≠ a 1) :
    let u : Disp (Fin 2) := ![m 1 • (a 0 - a 1), -(m 0 • (a 0 - a 1))]
    let L : ℝ := g * (m 0 + m 1) * ((a 0 - a 1) ⬝ᵥ (a 0 - a 1)) / (m 0 * m 1)
    u ≠ 0 ∧ L ≠ 0 ∧ springHessian (fun _ _ => g) a u = L • massWeight m u := by
  intro u L
  have hm0 := h0.ne'
  have hm1 := h1.ne'
  have hd : a 0 - a 1 ≠ 0 := sub_ne_zero.2 ha
  refine ⟨fun h => ?_, ?_, ?_⟩
  · have h' : m 1 • (a 0 - a 1) = 0 := congrFun h 0
    exact (smul_ne_zero hm1 hd) h'
  · exact div_ne_zero (mul_ne_zero (mul_ne_zero hg.ne' (add_pos h0 h1).ne')
      fun h => hd (dotProduct_self_eq_zero.1 h)) (mul_ne_zero hm0 hm1)
  · -- compare the force on each atom, component by component
    refine funext (Fin.forall_fin_two.2 ⟨?_, ?_⟩) <;> ext c <;>
      simp [u, L, springHessian, massWeight, dotProduct, Fin.sum_univ_two,
        Fin.sum_univ_three] <;> field_simp <;> ring

end

end EckartFromHessian
```

```lean
#print axioms EckartFromHessian.eckart_of_normal_mode
#print axioms EckartFromHessian.rigid_mode_not_eckart
```

```
'EckartFromHessian.eckart_of_normal_mode' depends on axioms: [propext, Classical.choice, Quot.sound]
'EckartFromHessian.rigid_mode_not_eckart' depends on axioms: [propext, Classical.choice, Quot.sound]
```
